# A third-order self-correlation error in RPA plus AXK for one electron with nonzero response

When an RPA calculation with the approximate exchange kernel (AXK) correction gives a small negative correlation energy for a hydrogen atom, one has to decide whether to blame the frequency grid or the method. The exact value is zero. In the finite-basis model below, the contribution at each imaginary frequency is negative unless the response vanishes, so the method gives a negative result even when the frequency integral is exact.

## From the coupling integral to the cubic error

At a fixed imaginary frequency, let $M=-v^{1/2}\chi_0v^{1/2}$, where $v$ is the Coulomb interaction and $\chi_0$ the non-interacting response. In a finite real basis $M$ is a symmetric positive semidefinite matrix, and $1+M$ is the symmetrised dielectric matrix. At coupling strength $l$, often written $\lambda$, the ring diagrams dress the response to $D(l)=M(1+lM)^{-1}$.

The exchange correction uses the integrals $(ib|ja)$, with $i,j$ occupied and $a,b$ unoccupied spin orbitals. For one electron in real orbitals $j=i$, so these equal the Coulomb integrals $(ia|jb)$. The model therefore takes the exchange correction as $l\,\mathrm{Tr}\,D(l)^2$, which gives

$$R(M)=\int_0^1\left[\mathrm{Tr}(D(l)-M)+l\,\mathrm{Tr}\,D(l)^2\right]dl .$$

Write $M=U\,\mathrm{diag}(\mu)\,W$ with $U$ orthogonal, $W=U^T$ and mode strengths $\mu_i\ge0$. Each mode contributes

$$\frac{\mu_i}{1+l\mu_i}-\mu_i+\frac{l\mu_i^2}{(1+l\mu_i)^2}
=-\mu_i\left(\frac{l\mu_i}{1+l\mu_i}\right)^2 .$$

Now define $r(x)=2\ln(1+x)-x-x/(1+x)$. Its derivative is

$$r'(x)=\frac{2}{1+x}-1-\frac{1}{(1+x)^2}=-\left(\frac{x}{1+x}\right)^2 .$$

The contribution of the mode is thus $\frac{d}{dl}r(l\mu_i)$, and since $r(0)=0$ its integral is $r(\mu_i)$. Summing over modes, with $\det(1+M)=\prod_i(1+\mu_i)$, gives

$$R(M)=\sum_i r(\mu_i)=2\ln\det(1+M)-\mathrm{Tr}\,M-\mathrm{Tr}\left(M(1+M)^{-1}\right).$$

To bound $r$ for $x\ge0$, compare it with two cubic expressions:

$$\frac{d}{dx}\left[r+\frac{x^3}{3}\right]=x^2-\frac{x^2}{(1+x)^2}\ge0,$$

$$\frac{d}{dx}\left[r+\frac{x^3}{3(1+x)^2}\right]=-\frac{2x^3}{3(1+x)^3}\le0 .$$

Both brackets vanish at $x=0$, so

$$-\frac{x^3}{3}\le r(x)\le-\frac{x^3}{3(1+x)^2}.$$

Summing the lower bound gives $R(M)\ge-\mathrm{Tr}(M^3)/3$. The upper bound gives $R(M)\le0$. If $R(M)=0$, every nonpositive term $r(\mu_i)$ is zero; the upper bound is strict below zero for $\mu_i>0$, so all $\mu_i=0$ and $M=0$. Conversely, $R(0)=0$.

Scaling the Coulomb interaction $v$ by a factor $t$ at fixed $\chi_0$ turns $M$ into $tM$, so powers of $t$ count orders in the interaction. For $t>0$, put $x=t\mu_i$ and divide by $t^3$:

$$-\frac{\mu_i^3}{3}\le\frac{r(t\mu_i)}{t^3}\le-\frac{\mu_i^3}{3(1+t\mu_i)^2}.$$

Both sides tend to $-\mu_i^3/3$ as $t\to0^+$. Summation gives $R(tM)/t^3\to-\mathrm{Tr}(M^3)/3$.

The dressing matters for the sign of this limit. At third order the ring term gives $+\mathrm{Tr}(M^3)/3$ and the exchange term $-2\,\mathrm{Tr}(M^3)/3$. If bare $M$ replaces $D(l)$ in the exchange term, the second order still cancels, but the third-order error comes out positive.

With a single mode of strength $1$, $R=2\ln2-3/2\approx-0.114$, whereas the ring term alone gives $\ln2-1\approx-0.307$.

## The response matrix and its modes in Lean

The index type `n` labels a finite basis, and matrices have real entries.

```lean
import Mathlib

open Matrix Filter Topology

namespace AXKSelfCorrelation

noncomputable section

variable {n : Type*} [Fintype n] [DecidableEq n]
```

The closed formula $R(M)$ is the definition `rpaAxk`.

```lean
/-- The one-electron RPA plus AXK integrand `2 ln det(1+M) - Tr M - Tr(M(1+M)⁻¹)`,
for a positive semidefinite response matrix `M`. -/
def rpaAxk (M : Matrix n n ℝ) : ℝ :=
  2 * Real.log (1 + M).det - M.trace - (M * (1 + M)⁻¹).trace

/-- The response dressed by ring diagrams at coupling strength `l`,
for positive semidefinite `M` and `l ≥ 0`. -/
def dressed (M : Matrix n n ℝ) (l : ℝ) : Matrix n n ℝ := M * (1 + l • M)⁻¹
```

The next definition is the integrand in $l$. "One electron" enters only through its exchange term: the theorems accept any positive semidefinite matrix. Identifying this term with the AXK expression built from actual orbitals is the physical step that the hypotheses leave open.

```lean
/-- The integrand at coupling strength `l ≥ 0`, for positive semidefinite `M`: the RPA ring term
plus the one-electron exchange term with two dressed responses. -/
def couplingIntegrand (M : Matrix n n ℝ) (l : ℝ) : ℝ :=
  (dressed M l - M).trace + l * (dressed M l * dressed M l).trace
```

The function $r$ is called `modeError`.

```lean
/-- The RPA plus AXK integrand of a single response mode of strength `x > -1`. -/
def modeError (x : ℝ) : ℝ := 2 * Real.log (1 + x) - x - x / (1 + x)
```

The spectral theorem supplies the modes. Here `W` is the transpose of `U`, not a screened interaction, and `μ` is a mode strength, not a chemical potential. Of the relation between `U` and `W`, later lemmas use only `W * U = 1`.

```lean
/-- A positive semidefinite response matrix splits into modes of nonnegative strength. -/
theorem exists_modes {M : Matrix n n ℝ} (hM : M.PosSemidef) :
    ∃ (U W : Matrix n n ℝ) (μ : n → ℝ),
      W * U = 1 ∧ (∀ i, 0 ≤ μ i) ∧ M = U * diagonal μ * W := by
  refine ⟨(hM.1.eigenvectorUnitary : Matrix n n ℝ),
    star (hM.1.eigenvectorUnitary : Matrix n n ℝ), hM.1.eigenvalues,
    Unitary.coe_star_mul_self _, fun i => hM.eigenvalues_nonneg i, ?_⟩
  have h := hM.1.spectral_theorem
  rw [Unitary.conjStarAlgAut_apply] at h
  exact h
```

Cyclicity of the trace removes `U` and `W`; in a product, the inner factor `W * U` disappears.

```lean
/-- The trace of a matrix given by its modes is the sum of the mode strengths. -/
theorem trace_modes {U W : Matrix n n ℝ} (h : W * U = 1) (a : n → ℝ) :
    (U * diagonal a * W).trace = ∑ i, a i := by
  rw [Matrix.trace_mul_comm, ← Matrix.mul_assoc, h, Matrix.one_mul, trace_diagonal]

/-- Matrices that share their modes multiply mode by mode. -/
theorem mul_modes {U W : Matrix n n ℝ} (h : W * U = 1) (a b : n → ℝ) :
    U * diagonal a * W * (U * diagonal b * W) = U * diagonal (fun i => a i * b i) * W := by
  calc _ = U * diagonal a * (W * U) * diagonal b * W := by simp only [Matrix.mul_assoc]
    _ = _ := by rw [h, Matrix.mul_one, Matrix.mul_assoc U, diagonal_mul_diagonal]
```

For the dielectric matrix, the proof first writes $1+tM$ in the modes of $M$. The determinant follows from $\det W\det U=1$, and the inverse is confirmed by multiplication. Nonnegative $t\mu_i$ keeps every factor $1+t\mu_i$ positive.

```lean
/-- Determinant and inverse of the dielectric matrix `1 + tM` in terms of the modes of `M`,
for nonnegative mode strengths and `t ≥ 0`. -/
theorem resolvent_modes {U W : Matrix n n ℝ} {μ : n → ℝ} {t : ℝ} (h : W * U = 1)
    (hμ : ∀ i, 0 ≤ μ i) (ht : 0 ≤ t) :
    (1 + t • (U * diagonal μ * W)).det = ∏ i, (1 + t * μ i) ∧
    (1 + t • (U * diagonal μ * W))⁻¹ = U * diagonal (fun i => (1 + t * μ i)⁻¹) * W := by
  have hUW : U * W = 1 := mul_eq_one_comm.mp h
  have hd : diagonal (fun i => 1 + t * μ i) = (1 : Matrix n n ℝ) + t • diagonal μ := by
    ext i j
    by_cases hij : i = j
    · subst hij
      simp
    · simp [hij]
  have e : 1 + t • (U * diagonal μ * W) = U * diagonal (fun i => 1 + t * μ i) * W := by
    rw [hd, Matrix.mul_add, Matrix.add_mul, Matrix.mul_one, hUW, Matrix.mul_smul,
      Matrix.smul_mul]
  constructor
  · have hdet := congrArg Matrix.det h
    rw [det_mul, det_one] at hdet
    rw [e, det_mul, det_mul, det_diagonal]
    linear_combination (∏ i, (1 + t * μ i)) * hdet
  · apply Matrix.inv_eq_right_inv
    have h1 : (fun i => (1 + t * μ i) * (1 + t * μ i)⁻¹) = fun _ => (1 : ℝ) :=
      funext fun i => mul_inv_cancel₀ (by linarith [mul_nonneg ht (hμ i)] : 0 < 1 + t * μ i).ne'
    rw [e, mul_modes h, h1, diagonal_one, Matrix.mul_one, hUW]
```

The logarithm of the determinant now becomes a sum, and $R(tM)=\sum_i r(t\mu_i)$.

```lean
/-- The integrand of the scaled response `tM` is a sum over modes,
for nonnegative mode strengths and `t ≥ 0`. -/
theorem rpaAxk_eq_sum {U W : Matrix n n ℝ} {μ : n → ℝ} {t : ℝ} (h : W * U = 1)
    (hμ : ∀ i, 0 ≤ μ i) (ht : 0 ≤ t) :
    rpaAxk (t • (U * diagonal μ * W)) = ∑ i, modeError (t * μ i) := by
  obtain ⟨hd, hi⟩ := resolvent_modes h hμ ht
  have hlog : Real.log (∏ i, (1 + t * μ i)) = ∑ i, Real.log (1 + t * μ i) := by
    apply Real.log_prod
    intro i _
    exact (by linarith [mul_nonneg ht (hμ i)] : 0 < 1 + t * μ i).ne'
  unfold rpaAxk
  rw [hd, hi, Matrix.smul_mul, mul_modes h, trace_smul, trace_smul, trace_modes h,
    trace_modes h, hlog]
  simp only [modeError, smul_eq_mul, Finset.mul_sum, ← Finset.sum_sub_distrib]
  refine Finset.sum_congr rfl fun i _ => ?_
  ring
```

## Cubic bounds and the coupling integral

The derivative of $r$ is assembled from the logarithm and quotient rules, then simplified to minus a square.

```lean
/-- The single-mode integrand has slope `-(x/(1+x))²` at every `x > -1`. -/
theorem hasDerivAt_modeError {x : ℝ} (hx : -1 < x) :
    HasDerivAt modeError (-(x / (1 + x)) ^ 2) x := by
  have h0 : 1 + x ≠ 0 := by linarith
  have h1 : HasDerivAt (fun y : ℝ => 1 + y) 1 x := (hasDerivAt_id' x).const_add 1
  have h2 := (((h1.log h0).const_mul 2).fun_sub (hasDerivAt_id' x)).fun_sub
    ((hasDerivAt_id' x).fun_div h1 h0)
  refine h2.congr_deriv ?_
  field_simp
  ring
```

The two cubic comparisons appear as `mono` and `anti`. Each evaluates a monotone function at $0$ and at $x$.

```lean
/-- For a mode of strength `x ≥ 0` the integrand lies between `-x³/3` and `-x³/(3(1+x)²)`. -/
theorem modeError_bounds {x : ℝ} (hx : 0 ≤ x) :
    -(x ^ 3 / 3) ≤ modeError x ∧ modeError x ≤ -(x ^ 3 / (3 * (1 + x) ^ 2)) := by
  have h0 : modeError 0 = 0 := by simp [modeError]
  have hc : ∀ y : ℝ, HasDerivAt (fun y : ℝ => y ^ 3) (3 * y ^ 2) y := fun y => by
    refine (hasDerivAt_pow 3 y).congr_deriv ?_
    change ((3 : ℕ) : ℝ) * y ^ 2 = 3 * y ^ 2
    push_cast
    ring
  constructor
  · -- adding the cubic term gives an increasing function
    have hd : ∀ y : ℝ, 0 ≤ y → HasDerivAt (fun y => modeError y + y ^ 3 / 3)
        (-(y / (1 + y)) ^ 2 + 3 * y ^ 2 / 3) y := fun y hy =>
      (hasDerivAt_modeError (by linarith)).fun_add ((hc y).div_const 3)
    have mono : MonotoneOn (fun y => modeError y + y ^ 3 / 3) (Set.Ici 0) := by
      refine monotoneOn_of_deriv_nonneg (convex_Ici 0)
        (fun y hy => (hd y hy).continuousAt.continuousWithinAt)
        (fun y hy => (hd y (interior_subset hy)).differentiableAt.differentiableWithinAt)
        (fun y hy => ?_)
      have hy0 : 0 ≤ y := interior_subset hy
      rw [(hd y hy0).deriv]
      have h1 : y / (1 + y) ≤ y := div_le_self hy0 (by linarith)
      have h2 : 0 ≤ y / (1 + y) := by positivity
      nlinarith
    have h3 : modeError 0 + 0 ^ 3 / 3 ≤ modeError x + x ^ 3 / 3 :=
      mono (Set.mem_Ici.2 le_rfl) hx hx
    rw [h0] at h3
    linarith
  · -- adding the damped cubic term gives a decreasing function
    have hd : ∀ y : ℝ, 0 ≤ y → HasDerivAt (fun y => modeError y + y ^ 3 / (3 * (1 + y) ^ 2))
        (-(2 * y ^ 3 / (3 * (1 + y) ^ 3))) y := fun y hy => by
      have hy1 : 1 + y ≠ 0 := by linarith
      have hq : HasDerivAt (fun y : ℝ => 3 * (1 + y) ^ 2) (6 * (1 + y)) y := by
        refine ((((hasDerivAt_id' y).const_add 1).fun_pow 2).const_mul 3).congr_deriv ?_
        change 3 * (((2 : ℕ) : ℝ) * (1 + y) ^ 1 * 1) = 6 * (1 + y)
        push_cast
        ring
      refine ((hasDerivAt_modeError (by linarith)).fun_add
        ((hc y).fun_div hq (by positivity))).congr_deriv ?_
      field_simp
      ring
    have anti : AntitoneOn (fun y => modeError y + y ^ 3 / (3 * (1 + y) ^ 2)) (Set.Ici 0) := by
      refine antitoneOn_of_deriv_nonpos (convex_Ici 0)
        (fun y hy => (hd y hy).continuousAt.continuousWithinAt)
        (fun y hy => (hd y (interior_subset hy)).differentiableAt.differentiableWithinAt)
        (fun y hy => ?_)
      have hy0 : 0 ≤ y := interior_subset hy
      rw [(hd y hy0).deriv]
      exact neg_nonpos.2 (by positivity)
    have h3 : modeError x + x ^ 3 / (3 * (1 + x) ^ 2) ≤
        modeError 0 + 0 ^ 3 / (3 * (1 + 0) ^ 2) := anti (Set.mem_Ici.2 le_rfl) hx hx
    have z : (0 : ℝ) ^ 3 / (3 * (1 + 0) ^ 2) = 0 := by norm_num
    rw [h0, z] at h3
    linarith
```

The squeeze for one mode uses these bounds. The filter `𝓝[>] 0` expresses $t\to0^+$.

```lean
/-- The integrand of a mode of strength `tm` with `m ≥ 0`, divided by `t³`, tends to `-m³/3` as
`t → 0⁺`. -/
theorem modeError_limit {m : ℝ} (hm : 0 ≤ m) :
    Tendsto (fun t : ℝ => modeError (t * m) / t ^ 3) (𝓝[>] 0) (𝓝 (-(m ^ 3 / 3))) := by
  have hcont : ContinuousAt (fun t : ℝ => -(m ^ 3 / (3 * (1 + t * m) ^ 2))) 0 :=
    (ContinuousAt.div (by fun_prop) (by fun_prop) (by norm_num)).neg
  have hu : Tendsto (fun t : ℝ => -(m ^ 3 / (3 * (1 + t * m) ^ 2))) (𝓝[>] 0)
      (𝓝 (-(m ^ 3 / 3))) := by
    have h := hcont.tendsto.mono_left (nhdsWithin_le_nhds (s := Set.Ioi 0))
    simpa using h
  refine tendsto_of_tendsto_of_tendsto_of_le_of_le' tendsto_const_nhds hu ?_ ?_
  · filter_upwards [self_mem_nhdsWithin] with t ht
    have ht0 : 0 < t := ht
    rw [le_div_iff₀ (by positivity)]
    have h := (modeError_bounds (mul_nonneg ht0.le hm)).1
    linarith
  · filter_upwards [self_mem_nhdsWithin] with t ht
    have ht0 : 0 < t := ht
    rw [div_le_iff₀ (by positivity)]
    refine (modeError_bounds (mul_nonneg ht0.le hm)).2.trans (le_of_eq ?_)
    ring
```

The next theorem links the closed formula to the coupling integration. In its proof, `hI` rewrites the integrand as minus a weighted sum of squares, `hderiv` identifies its antiderivative, and `hint` gives the continuity needed for the fundamental theorem of calculus.

```lean
/-- For positive semidefinite `M`, integrating the ring and exchange terms over the coupling
strength from 0 to 1 gives the closed RPA plus AXK formula. -/
theorem rpaAxk_eq_integral {M : Matrix n n ℝ} (hM : M.PosSemidef) :
    rpaAxk M = ∫ l in (0 : ℝ)..1, couplingIntegrand M l := by
  obtain ⟨U, W, μ, h, hμ, rfl⟩ := exists_modes hM
  have hpos : ∀ l ∈ Set.uIcc (0 : ℝ) 1, ∀ i, 0 ≤ l * μ i := fun l hl i => by
    rw [Set.uIcc_of_le zero_le_one] at hl
    exact mul_nonneg hl.1 (hμ i)
  -- ring and exchange terms combine into minus a square in each mode
  have hI : Set.EqOn (couplingIntegrand (U * diagonal μ * W))
      (fun l => ∑ i, μ i * (-(l * μ i / (1 + l * μ i)) ^ 2)) (Set.uIcc 0 1) := by
    intro l hl
    have hl0 : 0 ≤ l := by
      rw [Set.uIcc_of_le zero_le_one] at hl
      exact hl.1
    change couplingIntegrand _ l = ∑ i, μ i * (-(l * μ i / (1 + l * μ i)) ^ 2)
    unfold couplingIntegrand dressed
    rw [(resolvent_modes h hμ hl0).2, mul_modes h, mul_modes h, trace_sub, trace_modes h,
      trace_modes h, trace_modes h]
    simp only [Finset.mul_sum, ← Finset.sum_sub_distrib, ← Finset.sum_add_distrib]
    refine Finset.sum_congr rfl fun i _ => ?_
    have h1 : 1 + l * μ i ≠ 0 := by linarith [hpos l hl i]
    have hr := mul_inv_cancel₀ h1
    rw [div_eq_mul_inv]
    generalize (1 + l * μ i)⁻¹ = r at hr ⊢
    linear_combination (μ i * (1 + l * μ i * r)) * hr
  have hderiv : ∀ l ∈ Set.uIcc (0 : ℝ) 1, HasDerivAt (fun l => ∑ i, modeError (l * μ i))
      (∑ i, μ i * (-(l * μ i / (1 + l * μ i)) ^ 2)) l := by
    intro l hl
    have hi : ∀ i ∈ Finset.univ, HasDerivAt (fun l => modeError (l * μ i))
        (μ i * (-(l * μ i / (1 + l * μ i)) ^ 2)) l := fun i _ =>
      ((hasDerivAt_modeError (by linarith [hpos l hl i])).comp l
        ((hasDerivAt_id' l).mul_const (μ i))).congr_deriv (by ring)
    exact HasDerivAt.fun_sum hi
  have hint : ContinuousOn (fun l : ℝ => ∑ i, μ i * (-(l * μ i / (1 + l * μ i)) ^ 2))
      (Set.uIcc 0 1) := by
    refine continuousOn_finsetSum _ fun i _ => ?_
    refine ContinuousOn.mul continuousOn_const
      ((ContinuousOn.div (by fun_prop) (by fun_prop) (fun l hl => ?_)).pow 2).neg
    linarith [hpos l hl i]
  have e := rpaAxk_eq_sum h hμ zero_le_one
  rw [one_smul] at e
  rw [intervalIntegral.integral_congr hI,
    intervalIntegral.integral_eq_sub_of_hasDerivAt hderiv hint.intervalIntegrable, e]
  simp [modeError]
```

The final theorem states, for every `M` with `M.PosSemidef`, the lower bound, the upper bound, the equality case and the cubic limit, in that order. Its proof sums the single-mode results; for equality, a vanishing sum of nonpositive terms forces each term to vanish.

```lean
/-- For one electron with positive semidefinite response `M`, the RPA plus AXK integrand lies
between `-Tr(M³)/3` and zero and vanishes exactly when `M = 0`. For the scaled response `tM`, the
integrand divided by `t³` tends to `-Tr(M³)/3` as `t → 0⁺`. -/
theorem axk_self_correlation {M : Matrix n n ℝ} (hM : M.PosSemidef) :
    -((M ^ 3).trace / 3) ≤ rpaAxk M ∧ rpaAxk M ≤ 0 ∧ (rpaAxk M = 0 ↔ M = 0) ∧
    Tendsto (fun t : ℝ => rpaAxk (t • M) / t ^ 3) (𝓝[>] 0) (𝓝 (-((M ^ 3).trace / 3))) := by
  obtain ⟨U, W, μ, h, hμ, rfl⟩ := exists_modes hM
  have e := rpaAxk_eq_sum h hμ zero_le_one
  simp only [one_smul, one_mul] at e
  have h3 : -(((U * diagonal μ * W) ^ 3).trace / 3) = ∑ i, -(μ i ^ 3 / 3) := by
    rw [pow_succ, pow_two, mul_modes h, mul_modes h, trace_modes h, Finset.sum_div,
      ← Finset.sum_neg_distrib]
    refine Finset.sum_congr rfl fun i _ => ?_
    ring
  have hneg : ∀ i ∈ Finset.univ, modeError (μ i) ≤ 0 := fun i _ => by
    have hi := hμ i
    exact (modeError_bounds hi).2.trans (neg_nonpos.2 (by positivity))
  refine ⟨?_, ?_, ⟨fun hz => ?_, fun hz => ?_⟩, ?_⟩
  · rw [e, h3]
    exact Finset.sum_le_sum fun i _ => (modeError_bounds (hμ i)).1
  · rw [e]
    exact Finset.sum_nonpos hneg
  · -- a vanishing sum of nonpositive terms forces every mode to vanish
    rw [e, Finset.sum_eq_zero_iff_of_nonpos hneg] at hz
    have hμ0 : μ = fun _ => 0 := by
      funext i
      by_contra hne
      have hi : 0 < μ i := lt_of_le_of_ne (hμ i) (Ne.symm hne)
      have hb := (modeError_bounds (hμ i)).2
      have hp : 0 < μ i ^ 3 / (3 * (1 + μ i) ^ 2) := by positivity
      linarith [hz i (Finset.mem_univ i)]
    rw [hμ0, diagonal_zero, Matrix.mul_zero, Matrix.zero_mul]
  · rw [hz]
    simp [rpaAxk]
  · rw [h3]
    refine (tendsto_finsetSum Finset.univ fun i _ => modeError_limit (hμ i)).congr' ?_
    filter_upwards [self_mem_nhdsWithin] with t ht
    rw [rpaAxk_eq_sum h hμ (le_of_lt (Set.mem_Ioi.1 ht)), Finset.sum_div]

end

end AXKSelfCorrelation
```

The statement concerns one frequency and a finite basis. Passing to the correlation energy means integrating over imaginary frequency with a positive weight, a further step that preserves the sign but is left to ordinary analysis here.

```lean
#print axioms AXKSelfCorrelation.rpaAxk_eq_integral
#print axioms AXKSelfCorrelation.axk_self_correlation
```

```
'AXKSelfCorrelation.rpaAxk_eq_integral' depends on axioms: [propext, Classical.choice, Quot.sound]
'AXKSelfCorrelation.axk_self_correlation' depends on axioms: [propext, Classical.choice, Quot.sound]
```
